# Constructing radial Dirac–Coulomb solutions from solutions of a hydrogen-like equation

The theorem `dirac_of_hydrogen` concerns the radial Dirac equation for one particle of mass $m$ and energy $E$ in the Coulomb potential $-a/r$, in units with $\hbar = c = 1$. For the radial components $y_0$ and $y_1$ it reads $y_0' = -(k/r)\,y_0 + (E + m + a/r)\,y_1$ and $y_1' = (m - E - a/r)\,y_0 + (k/r)\,y_1$, where $k$ is the angular quantum number. All parameters are arbitrary reals here, and no boundary or normalisation conditions are imposed.

Suppose that $a \neq 0$, $\nu^2 = k^2 - a^2$ and $kE \neq \nu m$. Then for every solution $u$ of $u'' = (\nu(\nu-1)/r^2 - 2aE/r + m^2 - E^2)\,u$ on $r > 0$ there is a solution $y$ of the Dirac system there with $a\,y_0 - (k+\nu)\,y_1 = u$. The proof sets $v = u' - \nu u/r$, writes both components of $y$ as combinations of $u$ and $v$ divided by $D = 2(k+\nu)(kE - \nu m)$, and checks the equations by differentiation. It therefore needs $D \neq 0$, and so first shows that $k + \nu \neq 0$.

In Lean, a first try:

```lean
import Mathlib

open Matrix

namespace DiracCoulombSecondOrder

noncomputable section

/-- The coefficient of `1/r` in the radial Dirac-Coulomb system, with angular quantum number `k`
and Coulomb coupling `a`. -/
def coulombMatrix (k a : ℝ) : Matrix (Fin 2) (Fin 2) ℝ := !![-k, a; -a, k]

/-- The constant part of the radial Dirac system, with energy `E` and mass `m`. -/
def massEnergyMatrix (E m : ℝ) : Matrix (Fin 2) (Fin 2) ℝ := !![0, E + m; m - E, 0]

/-- The two-component radial function `y` solves the Dirac-Coulomb system on `r > 0`. -/
def SolvesDirac (k a E m : ℝ) (y : ℝ → Fin 2 → ℝ) : Prop :=
  ∀ r, 0 < r → HasDerivAt y ((r⁻¹ • coulombMatrix k a + massEnergyMatrix E m) *ᵥ y r) r

/-- The function `u` is twice differentiable on `r > 0` and solves the radial hydrogen equation
`u'' = (ℓ(ℓ+1)/r² - 2Z/r + κ) u` there. -/
def SolvesHydrogen (l Z κ : ℝ) (u : ℝ → ℝ) : Prop :=
  ∀ r, 0 < r → HasDerivAt u (deriv u r) r ∧
    HasDerivAt (deriv u) ((l * (l + 1) / r ^ 2 - 2 * Z / r + κ) * u r) r

/-- The row `(a, -(k + ν))`, which combines the two radial components into one function. -/
def eigenRow (k a ν : ℝ) : Fin 2 → ℝ := ![a, -(k + ν)]

/-- The Dirac-Coulomb system written out for the two radial components. -/
theorem solvesDirac_iff (k a E m : ℝ) (y : ℝ → Fin 2 → ℝ) :
    SolvesDirac k a E m y ↔ ∀ r, 0 < r →
      HasDerivAt (fun x => y x 0) (-k / r * y r 0 + (a / r + (E + m)) * y r 1) r ∧
      HasDerivAt (fun x => y x 1) ((-a / r + (m - E)) * y r 0 + k / r * y r 1) r := by
  unfold SolvesDirac
  refine forall₂_congr fun r _ => ?_
  have e0 : ((r⁻¹ • coulombMatrix k a + massEnergyMatrix E m) *ᵥ y r) 0
      = -k / r * y r 0 + (a / r + (E + m)) * y r 1 := by
    simp only [Matrix.mulVec, dotProduct, Fin.sum_univ_two, Matrix.add_apply, Matrix.smul_apply,
      smul_eq_mul, coulombMatrix, massEnergyMatrix, Matrix.of_apply, Matrix.cons_val',
      Matrix.cons_val_zero, Matrix.cons_val_one, Matrix.cons_val_fin_one]
    ring
  have e1 : ((r⁻¹ • coulombMatrix k a + massEnergyMatrix E m) *ᵥ y r) 1
      = (-a / r + (m - E)) * y r 0 + k / r * y r 1 := by
    simp only [Matrix.mulVec, dotProduct, Fin.sum_univ_two, Matrix.add_apply, Matrix.smul_apply,
      smul_eq_mul, coulombMatrix, massEnergyMatrix, Matrix.of_apply, Matrix.cons_val',
      Matrix.cons_val_zero, Matrix.cons_val_one, Matrix.cons_val_fin_one]
    ring
  rw [hasDerivAt_pi, Fin.forall_fin_two, e0, e1]

/-- If `a ≠ 0`, `ν² = k² - a²` and `kE ≠ νm`, every solution of the hydrogen equation with angular
momentum `ν - 1`, Coulomb strength `aE` and constant term `m² - E²` is the projection of a solution
of the Dirac-Coulomb system on the row `(a, -(k + ν))`. -/
theorem dirac_of_hydrogen {k a E m ν : ℝ} {u : ℝ → ℝ} (ha : a ≠ 0)
    (hν : ν ^ 2 = k ^ 2 - a ^ 2) (hE : k * E ≠ ν * m)
    (hu : SolvesHydrogen (ν - 1) (a * E) (m ^ 2 - E ^ 2) u) :
    ∃ y, SolvesDirac k a E m y ∧ ∀ r, eigenRow k a ν ⬝ᵥ y r = u r := by
  have hk : k + ν ≠ 0 := fun h => pow_ne_zero 2 ha (by linear_combination (k - ν) * h - hν)
  obtain ⟨D, hDdef⟩ : ∃ D, D = 2 * (k + ν) * (k * E - ν * m) := ⟨_, rfl⟩
  have hD : D ≠ 0 := by
    rw [hDdef]
    exact mul_ne_zero (mul_ne_zero two_ne_zero hk) (sub_ne_zero.2 hE)
  obtain ⟨v, hvdef⟩ : ∃ v : ℝ → ℝ, v = fun r => deriv u r - ν * r⁻¹ * u r := ⟨_, rfl⟩
  -- invert the linear system for the two components in terms of `u` and `v`
  refine ⟨fun r => ![(a * (E + m) * u r + (k + ν) * v r) / D,
    (a * v r + (k + ν) * (m - E) * u r) / D], (solvesDirac_iff _ _ _ _ _).2 fun r hr => ?_,
    fun r => ?_⟩
  · obtain ⟨u1, u2⟩ := hu r hr
    have hu1 : HasDerivAt u (ν * r⁻¹ * u r + v r) r :=
      u1.congr_deriv (by rw [hvdef]; ring)
    have hv : HasDerivAt v
        ((-2 * a * E * r⁻¹ + (m ^ 2 - E ^ 2)) * u r - ν * r⁻¹ * v r) r := by
      have hi := (hasDerivAt_inv hr.ne').const_mul ν
      rw [hvdef]
      exact (u2.fun_sub (hi.fun_mul u1)).congr_deriv (by ring)
    simp only [Matrix.cons_val_zero, Matrix.cons_val_one, Matrix.cons_val_fin_one]
    constructor
    · exact (((hu1.const_mul (a * (E + m))).fun_add (hv.const_mul (k + ν))).div_const
        D).congr_deriv (by linear_combination (-v r / (r * D)) * hν)
    · exact (((hv.const_mul a).fun_add (hu1.const_mul ((k + ν) * (m - E)))).div_const
        D).congr_deriv (by linear_combination ((m - E) * u r / (r * D)) * hν)
  · simp only [dotProduct, Fin.sum_univ_two, eigenRow, Matrix.cons_val_zero, Matrix.cons_val_one,
      Matrix.cons_val_fin_one]
    rw [← mul_div_assoc, ← mul_div_assoc, ← add_div, div_eq_iff hD]
    linear_combination (-u r) * hDdef + (E + m) * u r * hν

end

end DiracCoulombSecondOrder
```

The error:

```
Main.lean:57:55: error: ring failed, ring expressions not equal
k a E m ν : ℝ
u : ℝ → ℝ
ha : a ≠ 0
hν : ν ^ 2 = k ^ 2 - a ^ 2
hE : k * E ≠ ν * m
hu : SolvesHydrogen (ν - 1) (a * E) (m ^ 2 - E ^ 2) u
h : k + ν = 0
⊢ a ^ 2 * 2 - k ^ 2 * 2 + ν ^ 2 * 2 = 0
```

Fix (accepted with no message):

```diff
@@ -55,5 +55,5 @@
     (hu : SolvesHydrogen (ν - 1) (a * E) (m ^ 2 - E ^ 2) u) :
     ∃ y, SolvesDirac k a E m y ∧ ∀ r, eigenRow k a ν ⬝ᵥ y r = u r := by
-  have hk : k + ν ≠ 0 := fun h => pow_ne_zero 2 ha (by linear_combination (k - ν) * h - hν)
+  have hk : k + ν ≠ 0 := fun h => pow_ne_zero 2 ha (by linear_combination (k - ν) * h + hν)
   obtain ⟨D, hDdef⟩ : ∃ D, D = 2 * (k + ν) * (k * E - ν * m) := ⟨_, rfl⟩
   have hD : D ≠ 0 := by
```

Cause. The error is in the proof of `hk`, that $k + \nu \neq 0$. Assuming `h : k + ν = 0`, the proof tries to derive $a^2 = 0$, which would contradict `ha`. The tactic `linear_combination` subtracts the proposed combination of hypotheses from the goal, left side minus right side in each, and asks `ring1` to show that the result is zero.

Here `hν` enters with the wrong sign. The term `(k - ν) * h` contributes $k^2 - \nu^2$, and `hν` contributes $\nu^2 - k^2 + a^2$. Their difference is $2k^2 - 2\nu^2 - a^2$, and taking this from $a^2$ leaves $2a^2 - 2k^2 + 2\nu^2$, the expression in the message. It is not identically zero, and `ring1` does not use the hypotheses to simplify it.

The repair changes `- hν` to `+ hν`. The two contributions then add up to exactly $a^2$, nothing is left over, and the identity closes.
